# An undamped harmonic electronic oscillator driven sinusoidally by an ion stays bounded exactly when their frequencies differ

Let an ion vibrate with angular frequency 1, and let the electronic ground state move with it as cos t. In Car–Parrinello molecular dynamics the electrons are not minimised onto this ground state at every step. They carry a fictitious mass and oscillate about it. If one electronic coordinate y also has frequency 1, its equation of motion is

y″ = −(y − cos t),

and y = (t/2) sin t solves it, with an amplitude that grows without limit. If the electronic frequency is 2 instead, the equation is

y″ = −4 (y − cos t),

and the electron released at rest on the ground state follows

y = cos t + (1/3)(cos t − cos 2t).

It never strays more than 2/3 from the ground state.

For electronic frequency W > 0, ionic frequency w > 0 and drive amplitude A ≠ 0, the same alternative holds for every solution: it is bounded for t ≥ 0 if and only if w ≠ W.

```lean
import Mathlib

open Real Set

namespace FictitiousElectronAdiabaticity

noncomputable section
```

## The equation of motion

The general equation is

y″ = −W² (y − A cos wt).

Lean writes it as a first-order system for the coordinate `y` and its velocity `v`. The two `HasDerivAt` statements say y′ = v and v′ = −W²(y − A cos wt), so y is twice differentiable. The equation is required at every real t, negative times included, while boundedness will concern only t ≥ 0. All frequencies are angular.

```lean
/-- The coordinate `y` with velocity `v` obeys `y'' = -W² (y - A cos (w t))`: a fictitious
electronic oscillator of frequency `W` pulled towards a ground state moving at frequency `w`. -/
def IsTrajectory (W w A : ℝ) (y v : ℝ → ℝ) : Prop :=
  ∀ t, HasDerivAt y (v t) t ∧ HasDerivAt v (-W ^ 2 * (y t - A * cos (w * t))) t
```

The drive is prescribed: the ion does not feel the electron. The step from a real simulation to this model is the replacement of the coupled equations for ions and orbitals by one linear oscillator with a given sinusoidal drive. The equation carries no explicit orthonormality constraint; normalisation enters through the value of W, derived below.

## Deviation amplitude and fictitious frequency

Write y = A cos wt + z, where z is the deviation from the moving ground state. Then

z″ + W² z = A w² cos wt.

The trial solution z = K cos wt requires K (W² − w²) = A w², so for W² ≠ w²

K = A w² / (W² − w²).

This is `lagAmplitude`. Despite the name it is a signed amplitude and not a phase lag; for W > w > 0 it has the sign of A, and the forced part of the motion, (A + K) cos wt, overshoots the ground state.

```lean
/-- The amplitude `A w² / (W² - w²)` of the deviation from the moving ground state,
for `W² ≠ w²`. -/
def lagAmplitude (W w A : ℝ) : ℝ := A * w ^ 2 / (W ^ 2 - w ^ 2)
```

The frequency W comes from the gap Δ between an occupied and an empty level and from the fictitious mass μ. Mixing a small real amplitude c of the empty orbital into a singly occupied one, with the mixture kept normalised, costs the energy Δc² when the levels are held fixed. With kinetic energy μc′²/2, this gives

μ c″ = −2Δ c, hence W = √(2Δ/μ).

Lean takes this formula as a definition.

```lean
/-- The fictitious electronic frequency `√(2Δ/μ)` for a gap `Δ ≥ 0` and a fictitious
mass `μ > 0`. -/
def electronFrequency (μ Δ : ℝ) : ℝ := √(2 * Δ / μ)
```

## Two trajectories differ by a free oscillation

Let (y₁, v₁) and (y₂, v₂) be trajectories under the same drive, with d = y₁ − y₂ and u = v₁ − v₂. The drive cancels, leaving d′ = u and u′ = −W² d. Therefore

(u² + W² d²)′ = 2u(−W² d) + 2W² d u = 0.

The conserved quantity is twice the energy per unit mass. In the proof, `a` and `b` are the derivatives of the two squares, `ring` checks that they cancel, and a function with zero derivative everywhere is constant.

```lean
/-- The difference of two trajectories under the same drive conserves the energy of a free
oscillator of frequency `W`. -/
theorem difference_energy {W w A : ℝ} {y₁ v₁ y₂ v₂ : ℝ → ℝ}
    (h₁ : IsTrajectory W w A y₁ v₁) (h₂ : IsTrajectory W w A y₂ v₂) (t : ℝ) :
    (v₁ t - v₂ t) ^ 2 + W ^ 2 * (y₁ t - y₂ t) ^ 2 =
      (v₁ 0 - v₂ 0) ^ 2 + W ^ 2 * (y₁ 0 - y₂ 0) ^ 2 := by
  have hd : ∀ s, HasDerivAt
      (fun s => (v₁ s - v₂ s) ^ 2 + W ^ 2 * (y₁ s - y₂ s) ^ 2) 0 s := by
    intro s
    have a := ((h₁ s).2.fun_sub (h₂ s).2).fun_pow 2
    have b := (((h₁ s).1.fun_sub (h₂ s).1).fun_pow 2).const_mul (W ^ 2)
    refine (a.fun_add b).congr_deriv ?_
    simp only [Nat.cast_ofNat, Nat.reduceSub, pow_one]
    ring
  exact is_const_of_deriv_eq_zero (fun s => (hd s).differentiableAt)
    (fun s => (hd s).deriv) t 0
```

Dropping u² ≥ 0 and dividing by W² > 0 gives, at all times,

|d(t)| ≤ √((u(0)² + W² d(0)²) / W²).

The right-hand side is the constant `D` supplied in the proof. One explicit trajectory therefore decides whether all the others are bounded.

```lean
/-- For `W > 0`, two trajectories under the same drive stay within a bounded distance of each
other at all times. -/
theorem difference_bounded {W w A : ℝ} {y₁ v₁ y₂ v₂ : ℝ → ℝ} (hW : 0 < W)
    (h₁ : IsTrajectory W w A y₁ v₁) (h₂ : IsTrajectory W w A y₂ v₂) :
    ∃ D, ∀ t, |y₁ t - y₂ t| ≤ D := by
  refine ⟨√(((v₁ 0 - v₂ 0) ^ 2 + W ^ 2 * (y₁ 0 - y₂ 0) ^ 2) / W ^ 2), fun t => ?_⟩
  apply Real.abs_le_sqrt
  rw [le_div_iff₀ (by positivity)]
  linarith [difference_energy h₁ h₂ t, sq_nonneg (v₁ t - v₂ t)]
```

## Off resonance the electron beats about the ground state

To the particular solution K cos wt for z, add the free oscillation −K cos Wt, so that z(0) = 0:

y = A cos wt + K (cos wt − cos Wt),
v = −A w sin wt + K (W sin Wt − w sin wt).

This trajectory has y(0) = A and v(0) = 0. Differentiating v and comparing with the equation of motion leaves the condition K (W² − w²) = A w², multiplied by cos wt. That condition is `hK`, and the closing `linear_combination` uses it with exactly this factor.

```lean
/-- For `W² ≠ w²`, the moving ground state plus a beat between the frequencies `w` and `W`
is a trajectory. -/
theorem beating_trajectory {W w : ℝ} (A : ℝ) (hne : W ^ 2 - w ^ 2 ≠ 0) :
    IsTrajectory W w A
      (fun t => A * cos (w * t) + lagAmplitude W w A * (cos (w * t) - cos (W * t)))
      (fun t => -(A * w * sin (w * t)) +
        lagAmplitude W w A * (W * sin (W * t) - w * sin (w * t))) := by
  have hK : lagAmplitude W w A * (W ^ 2 - w ^ 2) = A * w ^ 2 := div_mul_cancel₀ _ hne
  intro t
  have hc : ∀ a : ℝ, HasDerivAt (fun s => cos (a * s)) (-sin (a * t) * a) t := fun a => by
    simpa only [mul_one] using ((hasDerivAt_id' t).const_mul a).cos
  have hs : ∀ a : ℝ, HasDerivAt (fun s => sin (a * s)) (cos (a * t) * a) t := fun a => by
    simpa only [mul_one] using ((hasDerivAt_id' t).const_mul a).sin
  constructor
  · refine (((hc w).const_mul A).fun_add
      (((hc w).fun_sub (hc W)).const_mul (lagAmplitude W w A))).congr_deriv ?_
    show _ = -(A * w * sin (w * t)) +
      lagAmplitude W w A * (W * sin (W * t) - w * sin (w * t))
    ring
  · refine (((hs w).const_mul (A * w)).fun_neg.fun_add
      ((((hs W).const_mul W).fun_sub ((hs w).const_mul w)).const_mul
        (lagAmplitude W w A))).congr_deriv ?_
    show _ = -W ^ 2 * (A * cos (w * t) +
      lagAmplitude W w A * (cos (w * t) - cos (W * t)) - A * cos (w * t))
    linear_combination cos (w * t) * hK
```

## On resonance the amplitude grows linearly

For w = W, try y = B t sin Wt. Then

y″ = 2BW cos Wt − W² B t sin Wt = −W² y + 2BW cos Wt.

The equation of motion asks for 2BW = A W², which B = AW/2 satisfies:

y = (AW/2) t sin Wt.

This trajectory starts at rest at y = 0, not on the ground state, but by the energy argument any start is good enough for comparison. The Lean proof differentiates y and then v by the product rule.

```lean
/-- When the two frequencies coincide, `y = (A W / 2) t sin (W t)` is a trajectory; for nonzero `A`
and `W` its amplitude grows linearly in time. -/
theorem resonant_trajectory (W A : ℝ) :
    IsTrajectory W W A (fun t => A * W / 2 * (t * sin (W * t)))
      (fun t => A * W / 2 * (sin (W * t) + t * (W * cos (W * t)))) := by
  intro t
  have hc : HasDerivAt (fun s => cos (W * s)) (-sin (W * t) * W) t := by
    simpa only [mul_one] using ((hasDerivAt_id' t).const_mul W).cos
  have hs : HasDerivAt (fun s => sin (W * s)) (cos (W * t) * W) t := by
    simpa only [mul_one] using ((hasDerivAt_id' t).const_mul W).sin
  constructor
  · refine (((hasDerivAt_id' t).fun_mul hs).const_mul (A * W / 2)).congr_deriv ?_
    show _ = A * W / 2 * (sin (W * t) + t * (W * cos (W * t)))
    ring
  · refine ((hs.fun_add ((hasDerivAt_id' t).fun_mul (hc.const_mul W))).const_mul
      (A * W / 2)).congr_deriv ?_
    show _ = -W ^ 2 * (A * W / 2 * (t * sin (W * t)) - A * cos (W * t))
    ring
```

## How closely the electron follows

Each cosine lies between −1 and 1, so two cosines differ by at most 2, and

|K (cos a − cos b)| ≤ 2|K|.

```lean
/-- A beat `K (cos a - cos b)` never exceeds `2 |K|` in magnitude. -/
theorem beat_bound (K a b : ℝ) : |K * (cos a - cos b)| ≤ 2 * |K| := by
  have h : |cos a - cos b| ≤ 2 := abs_le.2
    ⟨by linarith [neg_one_le_cos a, cos_le_one b], by linarith [cos_le_one a, neg_one_le_cos b]⟩
  rw [abs_mul, mul_comm 2]
  exact mul_le_mul_of_nonneg_left h (abs_nonneg K)
```

Now take any trajectory with y(0) = A and v(0) = 0, for W > 0 and W² ≠ w². Its difference from the beating trajectory has zero energy at t = 0, hence always. Since W > 0, the two coordinates agree at all times, and

|y(t) − A cos wt| ≤ 2|A| w² / |W² − w²|.

In Lean, `he` is the energy identity, `hsq` says that the squared difference of the coordinates, scaled by W², vanishes, and `hdev` identifies the deviation with the beat. The bound is small compared with |A| when W is much larger than w. Close to resonance it is finite but large, and the beat comes near to it when the two cosines have drifted into opposite phase, so boundedness alone is a weaker property than good adiabatic following.

```lean
/-- For `W > 0` and `W² ≠ w²`, an electron released at rest on the ground state stays within
`2 |A| w² / |W² - w²|` of the moving ground state at all times. -/
theorem adiabatic_following {W w A : ℝ} {y v : ℝ → ℝ} (hW : 0 < W)
    (hne : W ^ 2 - w ^ 2 ≠ 0) (h : IsTrajectory W w A y v) (hy : y 0 = A) (hv : v 0 = 0)
    (t : ℝ) : |y t - A * cos (w * t)| ≤ 2 * (|A| * w ^ 2 / |W ^ 2 - w ^ 2|) := by
  -- the difference from the explicit trajectory has zero energy
  have he := difference_energy h (beating_trajectory A hne) t
  simp only [hy, hv, mul_zero, cos_zero, sin_zero] at he
  have hsq : (W * (y t - (A * cos (w * t) +
      lagAmplitude W w A * (cos (w * t) - cos (W * t))))) ^ 2 = 0 := by
    refine le_antisymm ?_ (sq_nonneg _)
    linarith [sq_nonneg (v t - (-(A * w * sin (w * t)) +
      lagAmplitude W w A * (W * sin (W * t) - w * sin (w * t))))]
  have hdev : y t - A * cos (w * t) =
      lagAmplitude W w A * (cos (w * t) - cos (W * t)) := by
    rcases mul_eq_zero.1 (pow_eq_zero_iff two_ne_zero |>.1 hsq) with h0 | h0
    · exact absurd h0 hW.ne'
    · linarith
  have hK : |lagAmplitude W w A| = |A| * w ^ 2 / |W ^ 2 - w ^ 2| := by
    rw [lagAmplitude, abs_div, abs_mul, abs_of_nonneg (sq_nonneg w)]
  rw [hdev, ← hK]
  exact beat_bound _ _ _
```

## Bounded exactly when w ≠ W

Suppose first that w = W and that some trajectory satisfies |y(t)| ≤ C for t ≥ 0. It stays within some distance D of the growing oscillation, whose magnitude is then at most C + D for t ≥ 0. At the times

tₙ = (π/2 + 2πn)/w, n = 0, 1, 2, …

the sine equals 1, and the growing oscillation has magnitude

|A| w tₙ/2 = |A| (π/4 + πn) ≥ |A| n.

Choosing n > (C + D)/|A| gives a contradiction. Here A ≠ 0 is used.

Suppose now that w ≠ W. Since W + w > 0, the product W² − w² = (W − w)(W + w) is nonzero, and the beating trajectory exists. Any trajectory stays within some distance D of it, so

|y(t)| ≤ D + |A| + 2|K|.

The theorem speaks of one given trajectory: `h` says that `y` and `v` solve the equation, and the equivalence holds for that solution whatever its initial data. The left side, `∃ C, ∀ t, 0 ≤ t → |y t| ≤ C`, is boundedness on t ≥ 0, with a constant that may depend on the trajectory. In the proof, `hp` evaluates the growing oscillation at tₙ, `hup` and `hlow` supply the two conflicting estimates, and the second half adds the three bounds `h1`, `h2` and `h3`.

```lean
/-- For `W, w > 0` and `A ≠ 0`, any given trajectory is bounded on `t ≥ 0` if and only if the
ionic frequency `w` differs from the electronic frequency `W`. -/
theorem bounded_iff_off_resonance {W w A : ℝ} {y v : ℝ → ℝ} (hW : 0 < W) (hw : 0 < w)
    (hA : A ≠ 0) (h : IsTrajectory W w A y v) :
    (∃ C, ∀ t, 0 ≤ t → |y t| ≤ C) ↔ w ≠ W := by
  constructor
  · rintro ⟨C, hC⟩ rfl
    obtain ⟨D, hD⟩ := difference_bounded hW h (resonant_trajectory w A)
    obtain ⟨n, hn⟩ := exists_nat_gt ((C + D) / |A|)
    have hA' : 0 < |A| := abs_pos.2 hA
    rw [div_lt_iff₀ hA'] at hn
    -- a time at which the sine in the growing oscillation equals 1
    have hθ : 0 ≤ π / 2 + n * (2 * π) := by positivity
    have ht : 0 ≤ (π / 2 + n * (2 * π)) / w := div_nonneg hθ hw.le
    have hwt : w * ((π / 2 + n * (2 * π)) / w) = π / 2 + n * (2 * π) :=
      mul_div_cancel₀ _ hw.ne' |> fun _ => by field_simp
    have hp : A * w / 2 * ((π / 2 + n * (2 * π)) / w *
        sin (w * ((π / 2 + n * (2 * π)) / w))) = A * ((π / 2 + n * (2 * π)) / 2) := by
      rw [hwt, sin_add_nat_mul_two_pi, sin_pi_div_two]
      linear_combination A / 2 * hwt
    have hd : |y ((π / 2 + n * (2 * π)) / w) - A * w / 2 * ((π / 2 + n * (2 * π)) / w *
        sin (w * ((π / 2 + n * (2 * π)) / w)))| ≤ D := hD _
    rw [hp] at hd
    have hup : |A * ((π / 2 + n * (2 * π)) / 2)| ≤ C + D := by
      have h1 := abs_le.1 (hC _ ht)
      have h2 := abs_le.1 hd
      exact abs_le.2 ⟨by linarith [h1.1, h2.2], by linarith [h1.2, h2.1]⟩
    rw [abs_mul, abs_of_nonneg (by linarith : 0 ≤ (π / 2 + n * (2 * π)) / 2)] at hup
    have hlow : (n : ℝ) ≤ (π / 2 + n * (2 * π)) / 2 := by
      nlinarith [pi_gt_three, Nat.cast_nonneg (α := ℝ) n]
    linarith [mul_le_mul_of_nonneg_left hlow hA'.le]
  · intro hne
    have hsq : W ^ 2 - w ^ 2 ≠ 0 := by
      intro h0
      have hf : (W - w) * (W + w) = 0 := by linear_combination h0
      rcases mul_eq_zero.1 hf with h1 | h1
      · exact hne (by linarith)
      · linarith
    obtain ⟨D, hD⟩ := difference_bounded hW h (beating_trajectory A hsq)
    refine ⟨D + |A| + 2 * |lagAmplitude W w A|, fun t _ => ?_⟩
    have hd : |y t - (A * cos (w * t) +
        lagAmplitude W w A * (cos (w * t) - cos (W * t)))| ≤ D := hD t
    have hg : |A * cos (w * t)| ≤ |A| := by
      rw [abs_mul]
      exact mul_le_of_le_one_right (abs_nonneg A) (abs_cos_le_one _)
    have h1 := abs_le.1 hd
    have h2 := abs_le.1 hg
    have h3 := abs_le.1 (beat_bound (lagAmplitude W w A) (w * t) (W * t))
    exact abs_le.2 ⟨by linarith [h1.1, h2.1, h3.1], by linarith [h1.2, h2.2, h3.2]⟩
```

## A closing gap passes through resonance

Let Δ(s) be a continuous family of gaps for 0 ≤ s ≤ 1, with fixed μ > 0. At s = 0 the electronic frequency lies above the ionic one, and at s = 1 the gap is zero:

√(2Δ(0)/μ) > w, Δ(1) = 0.

The first condition means Δ(0) > μw²/2. By the intermediate value theorem there is an s strictly between 0 and 1 with

Δ(s) = μw²/2 > 0, so √(2Δ(s)/μ) = w.

At this gap the previous theorem makes every trajectory unbounded, and the growing oscillation shows that trajectories exist there.

The parameter s labels separate systems, all with the same ionic frequency w, and is not time: each trajectory runs at a constant gap. A gap that sweeps through the resonant value during a run spends limited time near it, and its effect would need a different equation. Lean obtains s from `intermediate_value_Ioo'`, and `hfreq` confirms that the frequency there is w.

```lean
/-- Let `μ, w > 0` and `A ≠ 0`, and let a continuous family of gaps start with electronic
frequency above `w` and end at zero. Then at some positive intermediate gap, held fixed in time,
every trajectory is unbounded on `t ≥ 0`. -/
theorem gap_closure_meets_resonance {μ w A : ℝ} {gap : ℝ → ℝ} (hμ : 0 < μ) (hw : 0 < w)
    (hA : A ≠ 0) (hgap : ContinuousOn gap (Icc 0 1))
    (hopen : w < electronFrequency μ (gap 0)) (hclosed : gap 1 = 0) :
    ∃ s ∈ Ioo (0 : ℝ) 1, 0 < gap s ∧ ∀ y v : ℝ → ℝ,
      IsTrajectory (electronFrequency μ (gap s)) w A y v →
        ¬ ∃ C, ∀ t, 0 ≤ t → |y t| ≤ C := by
  rw [electronFrequency, Real.lt_sqrt hw.le, lt_div_iff₀ hμ] at hopen
  have hpos : 0 < μ * w ^ 2 / 2 := by positivity
  -- the gap passes through the resonant value
  obtain ⟨s, hs, hgs⟩ := intermediate_value_Ioo' (zero_le_one' ℝ) hgap
    (show μ * w ^ 2 / 2 ∈ Ioo (gap 1) (gap 0) from
      ⟨by rw [hclosed]; exact hpos, by linarith⟩)
  have hfreq : electronFrequency μ (gap s) = w := by
    have hq : 2 * (μ * w ^ 2 / 2) / μ = w ^ 2 := by field_simp
    rw [electronFrequency, hgs, hq, Real.sqrt_sq hw.le]
  refine ⟨s, hs, by rw [hgs]; exact hpos, fun y v h hb => ?_⟩
  rw [hfreq] at h
  exact (bounded_iff_off_resonance hw hw hA h).1 hb rfl

end

end FictitiousElectronAdiabaticity
```

```lean
#print axioms FictitiousElectronAdiabaticity.adiabatic_following
-- 'FictitiousElectronAdiabaticity.adiabatic_following' depends on axioms: [propext, Classical.choice, Quot.sound]
#print axioms FictitiousElectronAdiabaticity.bounded_iff_off_resonance
-- 'FictitiousElectronAdiabaticity.bounded_iff_off_resonance' depends on axioms: [propext, Classical.choice, Quot.sound]
#print axioms FictitiousElectronAdiabaticity.gap_closure_meets_resonance
-- 'FictitiousElectronAdiabaticity.gap_closure_meets_resonance' depends on axioms: [propext, Classical.choice, Quot.sound]
```

In Car–Parrinello simulations of systems with a gap, μ is normally chosen small enough to keep the electronic frequencies above the ionic ones; for a single undamped coordinate with a prescribed drive, the results above show how the deviation depends on that separation and what happens when the two frequencies coincide.
